# In a trilinear Landau model with a stable polar mode, a continuous path that reverses the relaxed polarization switches off a rotation

In the Landau picture of a hybrid improper ferroelectric, two octahedral rotations $Q$ and $R$ induce a polarization $P$ through a term $gPQR$, and I am told that $P$ can only be reversed if one of the rotations passes through zero. I don't see why. $P$ is a variable of its own, so couldn't a field push it through zero while both rotations stay as they are? Couldn't both rotations reverse together? And shouldn't the answer depend on the energy of the rotations themselves, which can be complicated?

## The rotations fix the sign of the polarization

If the polarization is relaxed at both ends of a continuous path and has opposite signs there, exactly one of the two rotations has changed sign between the ends, and that rotation vanishes somewhere on the path. This holds for any rotation energy, provided that the polar mode has a positive stiffness. A field can push $P$ through zero at fixed rotations, but once it is removed, $P$ relaxes back to its old sign. Reversing both rotations leaves the relaxed $P$ with the sign it had.

Take the energy

$$F(P,Q,R)=\tfrac{a}{2}P^2+gPQR+h(Q,R),\qquad a>0,$$

where $a$ is the stiffness of the polar mode, $g$ the trilinear coupling and $h$ the energy of the rotations alone. The condition $a>0$ says that the polar mode is stable by itself, so that any polarization at rest comes from the rotations.

Write $P_*(Q,R)=-gQR/a$. Expanding the square gives

$$\tfrac{a}{2}(P-P_*)^2=\tfrac{a}{2}P^2+gPQR+\frac{(gQR)^2}{2a},$$

and therefore

$$F=h(Q,R)-\frac{(gQR)^2}{2a}+\tfrac{a}{2}(P-P_*)^2.$$

At fixed rotations only the last term depends on $P$. It is non-negative and vanishes only at $P=P_*$, so $P_*$ is the unique minimizer. The function $h$ shifts the whole parabola and has no influence on where its bottom lies.

Now compare two states with rotations $(Q_0,R_0)$ and $(Q_1,R_1)$. The product of their relaxed polarizations is

$$P_*(Q_0,R_0)\,P_*(Q_1,R_1)=\left(\frac{g}{a}\right)^2(Q_0Q_1)(R_0R_1).$$

If this is negative, then $g\neq0$, and one of $Q_0Q_1$ and $R_0R_1$ is negative while the other is positive. One rotation has reversed and the other has the same sign in both states. If the two states are joined by a continuous path, the intermediate value theorem gives a point where the reversed rotation is zero.

If $P$ is relaxed all along the path, then at that point $P=-gQR/a=0$, and the energy is $h(Q,R)$: the gain $(gQR)^2/(2a)$ from the coupling is lost there.

Reversing one rotation is also enough. Keep $R=r$ fixed and set $Q=uq$, with $g$, $q$ and $r$ nonzero. The relaxed polarization is then $uP_*(q,r)$, which reverses as $u$ runs from $1$ to $-1$, while $R$ never changes.

The smallest path is a single point, where the two ends coincide. Both end polarizations then minimize the same parabola, so they are equal and their product cannot be negative: no switching takes place, and the statement is true for lack of cases.

## What the Lean statements say

`landauEnergy a g h P Q R` is $F$. The rotation energy `h` is an arbitrary function of two real numbers, with no continuity, symmetry or lower bound required. `IsRelaxed a g h P Q R` says that $P$ gives the lowest energy among all real polarizations at the same $Q$ and $R$; the rotations themselves need not be in equilibrium. `inducedP a g Q R` is $P_*$, and `isRelaxed_iff` proves that it is the only relaxed polarization, so the formula is derived from the energy and not postulated.

A path is a pair of functions `Q` and `R` of a real parameter, continuous on the closed interval `Icc s t`. The parameter can be time or a reaction coordinate. Opposite signs are expressed by a negative product, such as `P₀ * P₁ < 0`, which also excludes a zero polarization at either end.

There are two theorems about switching:

- `switching_reverses_one_rotation` asks for relaxed polarizations at the two ends only. What $P$ does in between is left free, so a field may act during the switching as long as it is off at both ends. The conclusion has two cases, one for each rotation that may have reversed. The other rotation has the same sign at both ends, though it may also vanish on the way.
- `switching_turns_off_rotation` asks for a relaxed $P$ at every point of the path, and finds a point where $Q=0$ or $R=0$, where $P=0$, and where the energy is `h (Q u) (R u)`. Continuity of $P$ is not assumed.

Neither theorem assumes $g\neq0$, because without coupling the relaxed polarization is zero and has no sign to change.

The model describes a uniform crystal with one real amplitude per rotation. A rotation mode with several components might turn its axis instead of passing through zero, and domain walls would need amplitudes that vary in space. The energy also has no $P^4$ term or other term that would stabilize a polar mode with $a<0$; without one, the energy at fixed rotations would then have no minimum in $P$. The height of the switching barrier depends on $h$, and the theorems do not estimate it.

For first-principles searches of switching paths, this uniform model with single-component rotations suggests structures with one rotation absent as candidate intermediates.

```lean
import Mathlib

open Set

namespace HybridImproperFerroelectric

noncomputable section

/-- The Landau energy of a polarization `P` coupled trilinearly to two rotation amplitudes
`Q` and `R`, whose own energy is `h Q R`. -/
def landauEnergy (a g : ℝ) (h : ℝ → ℝ → ℝ) (P Q R : ℝ) : ℝ :=
  a * P ^ 2 / 2 + g * P * Q * R + h Q R

/-- The polarization `P` is relaxed if it minimizes the Landau energy at fixed rotations. -/
def IsRelaxed (a g : ℝ) (h : ℝ → ℝ → ℝ) (P Q R : ℝ) : Prop :=
  ∀ P' : ℝ, landauEnergy a g h P Q R ≤ landauEnergy a g h P' Q R

/-- The polarization `-gQR/a` induced by the two rotations, for nonzero stiffness `a`. -/
def inducedP (a g Q R : ℝ) : ℝ := -(g * Q * R) / a

/-- For `a ≠ 0`, the Landau energy is a parabola in `P` centred at the induced polarization,
on top of the rotation energy lowered by `(gQR)²/(2a)`. -/
theorem landauEnergy_eq_square {a : ℝ} (ha : a ≠ 0) (g : ℝ) (h : ℝ → ℝ → ℝ) (P Q R : ℝ) :
    landauEnergy a g h P Q R =
      h Q R - (g * Q * R) ^ 2 / (2 * a) + a / 2 * (P - inducedP a g Q R) ^ 2 := by
  unfold landauEnergy inducedP
  field_simp
  ring

/-- For `a > 0`, the induced polarization `-gQR/a` is the unique minimizer of the Landau
energy at fixed rotations. -/
theorem isRelaxed_iff {a : ℝ} (ha : 0 < a) (g : ℝ) (h : ℝ → ℝ → ℝ) (P Q R : ℝ) :
    IsRelaxed a g h P Q R ↔ P = inducedP a g Q R := by
  have e := landauEnergy_eq_square ha.ne' g h (inducedP a g Q R) Q R
  constructor
  · intro hP
    have h1 := hP (inducedP a g Q R)
    have e1 := landauEnergy_eq_square ha.ne' g h P Q R
    -- the excess energy of `P` over the bottom of the parabola cannot be positive
    have h2 : a / 2 * (P - inducedP a g Q R) ^ 2 ≤ a / 2 * 0 := by linarith
    have h3 : (P - inducedP a g Q R) ^ 2 ≤ 0 := le_of_mul_le_mul_left h2 (half_pos ha)
    have h4 : P - inducedP a g Q R = 0 :=
      (pow_eq_zero_iff two_ne_zero).mp (le_antisymm h3 (sq_nonneg _))
    linarith
  · intro hP
    subst hP
    intro P'
    have e1 := landauEnergy_eq_square ha.ne' g h P' Q R
    have h1 := mul_nonneg (half_pos ha).le (sq_nonneg (P' - inducedP a g Q R))
    linarith

/-- For nonzero `a` and `g`, two states have induced polarizations of opposite sign exactly when one
rotation is positive in one state and negative in the other, and the other rotation has the same
nonzero sign in both. -/
theorem inducedP_reversed_iff {a g : ℝ} (ha : a ≠ 0) (hg : g ≠ 0) (Q₀ R₀ Q₁ R₁ : ℝ) :
    inducedP a g Q₀ R₀ * inducedP a g Q₁ R₁ < 0 ↔
      (0 < Q₀ * Q₁ ∧ R₀ * R₁ < 0) ∨ (Q₀ * Q₁ < 0 ∧ 0 < R₀ * R₁) := by
  have e : inducedP a g Q₀ R₀ * inducedP a g Q₁ R₁ =
      (g / a) ^ 2 * ((Q₀ * Q₁) * (R₀ * R₁)) := by
    unfold inducedP
    ring
  have hp : 0 < (g / a) ^ 2 := by positivity
  rw [e, ← mul_neg_iff]
  constructor
  · intro h1
    by_contra hc
    have h2 := mul_nonneg hp.le (not_lt.mp hc)
    linarith
  · intro h1
    exact mul_neg_of_pos_of_neg hp h1

/-- An amplitude that varies continuously and has opposite signs at the two ends of a path
vanishes somewhere on the path. -/
theorem exists_zero_of_reversed {f : ℝ → ℝ} {s t : ℝ} (hst : s ≤ t)
    (hf : ContinuousOn f (Icc s t)) (hrev : f s * f t < 0) : ∃ u ∈ Icc s t, f u = 0 := by
  rcases mul_neg_iff.mp hrev with h1 | h1
  · exact intermediate_value_Icc' hst hf ⟨h1.2.le, h1.1.le⟩
  · exact intermediate_value_Icc hst hf ⟨h1.1.le, h1.2.le⟩

/-- Let `a > 0` and let the rotations vary continuously along a path whose two ends have relaxed
polarizations of opposite sign. Then exactly one rotation is reversed between the ends, and
that rotation vanishes somewhere on the path. -/
theorem switching_reverses_one_rotation {a g : ℝ} (ha : 0 < a) {h : ℝ → ℝ → ℝ}
    {Q R : ℝ → ℝ} {s t P₀ P₁ : ℝ} (hst : s ≤ t)
    (hQ : ContinuousOn Q (Icc s t)) (hR : ContinuousOn R (Icc s t))
    (h₀ : IsRelaxed a g h P₀ (Q s) (R s)) (h₁ : IsRelaxed a g h P₁ (Q t) (R t))
    (hswitch : P₀ * P₁ < 0) :
    (0 < Q s * Q t ∧ R s * R t < 0 ∧ ∃ u ∈ Icc s t, R u = 0) ∨
      (Q s * Q t < 0 ∧ 0 < R s * R t ∧ ∃ u ∈ Icc s t, Q u = 0) := by
  rw [(isRelaxed_iff ha g h _ _ _).mp h₀, (isRelaxed_iff ha g h _ _ _).mp h₁] at hswitch
  -- without coupling there would be no polarization to switch
  have hg : g ≠ 0 := by
    intro hg
    simp [inducedP, hg] at hswitch
  rcases (inducedP_reversed_iff ha.ne' hg _ _ _ _).mp hswitch with h2 | h2
  · exact Or.inl ⟨h2.1, h2.2, exists_zero_of_reversed hst hR h2.2⟩
  · exact Or.inr ⟨h2.1, h2.2, exists_zero_of_reversed hst hQ h2.1⟩

/-- Let `a > 0`, let the rotations vary continuously, and let the polarization be relaxed all
along the path. If it has opposite signs at the two ends, then at some point a rotation is
switched off, the polarization vanishes, and the energy is that of the rotations alone. -/
theorem switching_turns_off_rotation {a g : ℝ} (ha : 0 < a) {h : ℝ → ℝ → ℝ}
    {P Q R : ℝ → ℝ} {s t : ℝ} (hst : s ≤ t)
    (hQ : ContinuousOn Q (Icc s t)) (hR : ContinuousOn R (Icc s t))
    (hP : ∀ u ∈ Icc s t, IsRelaxed a g h (P u) (Q u) (R u))
    (hswitch : P s * P t < 0) :
    ∃ u ∈ Icc s t, (Q u = 0 ∨ R u = 0) ∧ P u = 0 ∧
      landauEnergy a g h (P u) (Q u) (R u) = h (Q u) (R u) := by
  have key : ∃ u ∈ Icc s t, Q u = 0 ∨ R u = 0 := by
    rcases switching_reverses_one_rotation ha hst hQ hR (hP s (left_mem_Icc.mpr hst))
      (hP t (right_mem_Icc.mpr hst)) hswitch with ⟨_, _, u, hu, h0⟩ | ⟨_, _, u, hu, h0⟩
    · exact ⟨u, hu, Or.inr h0⟩
    · exact ⟨u, hu, Or.inl h0⟩
  obtain ⟨u, hu, h0⟩ := key
  have hPu : P u = 0 := by
    rw [(isRelaxed_iff ha g h _ _ _).mp (hP u hu)]
    rcases h0 with h0 | h0 <;> simp [inducedP, h0]
  refine ⟨u, hu, h0, hPu, ?_⟩
  rw [hPu]
  unfold landauEnergy
  ring

/-- Let `a > 0` and let `g`, `q`, `r` be nonzero. Scaling one rotation as `Q = uq` at fixed
`R = r` scales the relaxed polarization by the same factor `u`, from a nonzero value at
`u = 1`. -/
theorem one_rotation_suffices {a g q r : ℝ} (ha : 0 < a) (hg : g ≠ 0) (hq : q ≠ 0)
    (hr : r ≠ 0) (h : ℝ → ℝ → ℝ) :
    inducedP a g q r ≠ 0 ∧
      ∀ u : ℝ, IsRelaxed a g h (u * inducedP a g q r) (u * q) r := by
  constructor
  · unfold inducedP
    exact div_ne_zero (neg_ne_zero.mpr (mul_ne_zero (mul_ne_zero hg hq) hr)) ha.ne'
  · intro u
    rw [isRelaxed_iff ha]
    unfold inducedP
    ring

end

end HybridImproperFerroelectric
```

```lean
#print axioms HybridImproperFerroelectric.switching_turns_off_rotation
-- 'HybridImproperFerroelectric.switching_turns_off_rotation' depends on axioms: [propext, Classical.choice, Quot.sound]
#print axioms HybridImproperFerroelectric.one_rotation_suffices
-- 'HybridImproperFerroelectric.one_rotation_suffices' depends on axioms: [propext, Classical.choice, Quot.sound]
```

## From the parabola to the switching path

`landauEnergy_eq_square` is the completed square. It needs only $a\neq0$; `field_simp` clears the denominators and `ring` compares the two polynomials.

`isRelaxed_iff` uses this identity twice, once at a general polarization and once at `inducedP`, where the square is zero. If $P$ is relaxed, its energy is at most that of $P_*$, so $\tfrac{a}{2}(P-P_*)^2\le0$. Cancelling the positive factor $a/2$ leaves a square that is at most zero, hence $P=P_*$. In the other direction, the energy of any competitor `P'` exceeds that of $P_*$ by a non-negative term, and `linarith` combines the inequalities.

`inducedP_reversed_iff` starts from the product formula for the two polarizations. With $g$ and $a$ nonzero, the factor $(g/a)^2$ is positive and does not affect the sign. The Mathlib lemma `mul_neg_iff` then says when the product of $Q_0Q_1$ and $R_0R_1$ is negative, and its two cases are the two ways of reversing a single rotation.

`exists_zero_of_reversed` is the intermediate value theorem for an amplitude with opposite signs at the ends. It treats a fall from positive to negative and a rise from negative to positive separately, since Mathlib has a version of the theorem for each.

`switching_reverses_one_rotation` puts these together. It replaces the two relaxed polarizations by their formulas, obtains $g\neq0$ from the sign change, finds out which rotation has reversed, and applies the zero lemma to that rotation.

`switching_turns_off_rotation` applies this result to the ends of a path that is relaxed throughout. At the zero it finds, the formula for the relaxed polarization gives $P=0$, and the first two terms of the energy disappear.

`one_rotation_suffices` shows that $P_*(q,r)$ is a quotient of nonzero numbers, and then uses `isRelaxed_iff` to reduce the scaling claim to the identity $uP_*(q,r)=P_*(uq,r)$.
